# Two-body elements between determinants with invertible overlap matrix S: direct minus exchange contractions with S⁻¹

The Slater–Condon rules assume that two Slater determinants draw their orbitals from one common orthonormal set; for determinants built from mutually nonorthogonal orbitals they do not apply in general. Those rules discard most permutations because the spectator electrons have zero overlap unless their orbitals match. Without that orthogonality every permutation can contribute, and a two-body matrix element taken from its definition has N!·N(N − 1) terms. For ten electrons that is already more than three hundred million. If the overlap matrix is invertible, the sum collapses to a determinant times a fourfold sum over orbitals.

## From N! permutations to two contractions

Let φ_i and χ_j be the N occupied spin orbitals of the bra and ket determinants, with overlaps S_ij = ⟨φ_i|χ_j⟩. With the usual prefactor 1/√N! in each determinant, their overlap is det S. For a two-body operator v write V_ijkl = ⟨ij|kl⟩ = ⟨φ_i(1)φ_j(2)|v|χ_k(1)χ_l(2)⟩. Its matrix element, summed over ordered pairs of distinct electrons, is

W(V) = Σ_σ sgn(σ) Σ_q Σ_{p≠q} V_{σp,σq,p,q} ∏_{r≠p,q} S_{σr,r}.

The electron repulsion counts each pair once, so it is ½W(V). If the orbitals within each set are orthonormal, both determinants are normalised; otherwise the element between the normalised states is W(V) divided by the product of their norms.

**A product operator is a mixed derivative.** Let X and Z be arbitrary N × N matrices and expand

det(S + sX + tZ) = Σ_σ sgn(σ) ∏_r (S + sX + tZ)_{σr,r}.

Differentiating in t at t = 0 replaces one factor, say number q, by Z_{σq,q}. Differentiating in s at s = 0 replaces a different factor p by X_{σp,p}. The result is W(V) with V_ijkl = X_ik Z_jl, and this holds for every S.

**The derivative in closed form.** Now let S be invertible. Then A = S + sX is invertible for small s, and

det(A + tZ) = det(A) det(1 + tA⁻¹Z) = det(A)(1 + t tr(A⁻¹Z) + O(t²)).

The t-derivative at zero is therefore det(A) tr(A⁻¹Z) = tr(adj(A)Z), since adj(A) = det(A)A⁻¹. Let D be the s-derivative of adj(S + sX) at zero; it exists because cofactors are polynomials in s. Differentiating A adj(A) = det(A)1 gives

X adj(S) + S D = det(S) tr(S⁻¹X) 1.

Multiplying by S⁻¹ from the left and inserting adj(S) = det(S)S⁻¹ gives

D = det(S)[tr(S⁻¹X)S⁻¹ − S⁻¹XS⁻¹].

The mixed derivative is tr(DZ), that is,

det(S)[tr(S⁻¹X) tr(S⁻¹Z) − tr(S⁻¹XS⁻¹Z)].

**Arbitrary integrals.** Put T = S⁻¹. Written in components, the bracket is

Σ_ijkl X_ik Z_jl (T_ki T_lj − T_kj T_li).

Any V is a finite sum of products, one for each pair P = (P₁, P₂):

V_ijkl = Σ_P V_{i,P₁,k,P₂} δ_{j,P₁} δ_{l,P₂}.

Both sides are linear in V, so

W(V) = det(S) Σ_ijkl V_ijkl (T_ki T_lj − T_kj T_li).

The first term is the direct contraction and the second the exchange contraction. For S = 1 they reduce to Σ_ij (V_ijij − V_ijji).

**The second derivative.** Let f(t) = det(S + tX) and Y = S⁻¹X. Shifting the parameter shows that f′(s) is the t-derivative of det(S + sX + tX) at t = 0. Setting Z = X in the mixed derivative gives

f″(0) = det(S)[(tr Y)² − tr(Y²)].

In nonorthogonal configuration interaction, the contraction formula supplies the two-body couplings between pairs of determinants whose occupied overlap matrix is invertible.

## Orbitals, integrals and the Slater expansion in Lean

The finite type `n` labels the occupied orbitals and, equally, the electrons. It may have any size, including zero or one, where the two-body element vanishes.

```lean
import Mathlib

open Matrix Topology

namespace NonorthogonalTwoBody

noncomputable section

variable {n : Type*} [Fintype n] [DecidableEq n]
```

The definition is W(V) as written above. The set `Finset.univ.erase q` enforces p ≠ q, and the final product runs over the spectators. This signed sum is the starting point: it is not derived here from antisymmetrised wavefunctions and integrals over space and spin. The array `V` is arbitrary, so neither Hermiticity nor a Coulomb form is assumed.

```lean
/-- Two-body matrix element between two determinants with occupied overlap matrix `S` and
integrals `V i j k l = ⟨ij|kl⟩`, summed over ordered pairs of distinct electrons. -/
def twoBodyElement (S : Matrix n n ℂ) (V : n → n → n → n → ℂ) : ℂ :=
  ∑ σ : Equiv.Perm n, ((Equiv.Perm.sign σ : ℤ) : ℂ) *
    ∑ q, ∑ p ∈ Finset.univ.erase q,
      V (σ p) (σ q) p q * ∏ r ∈ (Finset.univ.erase q).erase p, S (σ r) r
```

## First derivatives of overlaps and determinants

`HasDerivAt f d 0` says that f is differentiable at zero with derivative d. The parameter is complex. The next lemma is the product rule for factors a_i + t b_i, proved by adding one factor at a time.

```lean
omit [Fintype n] in
/-- Product rule at `t = 0` for a finite product of factors `a i + t * b i`. -/
theorem hasDerivAt_prod_affine (s : Finset n) (a b : n → ℂ) :
    HasDerivAt (fun t : ℂ => ∏ i ∈ s, (a i + t * b i))
      (∑ q ∈ s, b q * ∏ r ∈ s.erase q, a r) 0 := by
  induction s using Finset.induction_on with
  | empty =>
    simp only [Finset.prod_empty, Finset.sum_empty]
    exact hasDerivAt_const _ _
  | insert i s hi ih =>
    have h1 : HasDerivAt (fun t : ℂ => a i + t * b i) (b i) 0 :=
      (((hasDerivAt_id' (0 : ℂ)).mul_const (b i)).const_add (a i)).congr_deriv (one_mul _)
    simp only [Finset.prod_insert hi]
    refine (h1.fun_mul ih).congr_deriv ?_
    simp only [zero_mul, add_zero]
    rw [Finset.sum_insert hi, Finset.erase_insert hi, Finset.mul_sum]
    congr 1
    refine Finset.sum_congr rfl fun q hq => ?_
    have hne : i ≠ q := fun h => hi (h ▸ hq)
    rw [Finset.erase_insert_of_ne hne,
      Finset.prod_insert (fun h => hi (Finset.mem_of_mem_erase h))]
    ring
```

Applied to each permutation, it gives the first derivative of a determinant with one electron carrying the perturbation. No invertibility is needed.

```lean
/-- The derivative of `det (A + t B)` at `t = 0`, written as a signed sum over permutations in which
one factor of each product is taken from `B` and the others from `A`. -/
theorem hasDerivAt_det_slater (A B : Matrix n n ℂ) :
    HasDerivAt (fun t : ℂ => (A + t • B).det)
      (∑ σ : Equiv.Perm n, ((Equiv.Perm.sign σ : ℤ) : ℂ) *
        ∑ q, B (σ q) q * ∏ r ∈ Finset.univ.erase q, A (σ r) r) 0 := by
  have h := HasDerivAt.fun_sum (u := Finset.univ) fun (σ : Equiv.Perm n) _ =>
    (hasDerivAt_prod_affine Finset.univ (fun r => A (σ r) r)
      (fun r => B (σ r) r)).const_mul ((Equiv.Perm.sign σ : ℤ) : ℂ)
  simpa only [Matrix.det_apply', Matrix.add_apply, Matrix.smul_apply, smul_eq_mul] using h
```

The closed form does need it, and `IsUnit A.det` expresses it: over ℂ this means det A ≠ 0. The first consequence is the relation between adjugate and inverse.

```lean
/-- For an invertible overlap matrix the adjugate is the determinant times the inverse. -/
theorem adjugate_eq_det_smul_inv (A : Matrix n n ℂ) (hA : IsUnit A.det) :
    A.adjugate = A.det • A⁻¹ := by
  calc A.adjugate = A⁻¹ * A * A.adjugate := by rw [Matrix.nonsing_inv_mul _ hA, one_mul]
    _ = A.det • A⁻¹ := by
      rw [Matrix.mul_assoc, Matrix.mul_adjugate, Matrix.mul_smul, Matrix.mul_one]
```

Jacobi's formula follows by factoring out A. The polynomial `p` holds the O(t²) remainder of det(1 + tA⁻¹X), whose contribution to the first derivative at zero vanishes.

```lean
/-- Jacobi's formula for the determinant of an invertible matrix under a linear perturbation. -/
theorem hasDerivAt_det (A X : Matrix n n ℂ) (hA : IsUnit A.det) :
    HasDerivAt (fun t : ℂ => (A + t • X).det) (A.det * (A⁻¹ * X).trace) 0 := by
  obtain ⟨p, hp⟩ : ∃ p : Polynomial ℂ, ∀ r : ℂ, (1 + r • (A⁻¹ * X)).det =
      1 + (A⁻¹ * X).trace * r + p.eval r * r ^ 2 :=
    ⟨_, fun r => Matrix.det_one_add_smul r (A⁻¹ * X)⟩
  have e : (fun t : ℂ => (A + t • X).det) = fun t : ℂ =>
      A.det * (1 + (A⁻¹ * X).trace * t + p.eval t * t ^ 2) := by
    funext t
    rw [← hp, ← Matrix.det_mul, Matrix.mul_add, Matrix.mul_one, Matrix.mul_smul,
      ← Matrix.mul_assoc, Matrix.mul_nonsing_inv _ hA, Matrix.one_mul]
  rw [e]
  have h1 := ((hasDerivAt_id' (0 : ℂ)).const_mul (A⁻¹ * X).trace).const_add 1
  have h2 := (p.hasDerivAt (0 : ℂ)).fun_mul ((hasDerivAt_id' (0 : ℂ)).fun_pow 2)
  exact ((h1.fun_add h2).const_mul A.det).congr_deriv (by simp)
```

## Response of the adjugate and the mixed derivative

The proof first establishes that D exists. Each cofactor is the determinant of a matrix with one row replaced by a unit vector, so the Slater-type derivative applies to it. The equation `hprod` is the differentiated identity A adj(A) = det(A)1, obtained by comparing two derivatives of the same function. The remaining lines use the invertibility of S to solve it for D.

```lean
/-- First-order response of the adjugate overlap matrix to a perturbation `X`. -/
theorem hasDerivAt_adjugate (S X : Matrix n n ℂ) (hS : IsUnit S.det) (i j : n) :
    HasDerivAt (fun t : ℂ => (S + t • X).adjugate i j)
      ((S.det • ((S⁻¹ * X).trace • S⁻¹ - S⁻¹ * X * S⁻¹)) i j) 0 := by
  -- each cofactor is itself a determinant, hence differentiable
  obtain ⟨D, hD⟩ : ∃ D : Matrix n n ℂ, ∀ k l,
      HasDerivAt (fun t : ℂ => (S + t • X).adjugate k l) (D k l) 0 := by
    refine ⟨fun k l => deriv (fun t : ℂ => (S + t • X).adjugate k l) 0, fun k l => ?_⟩
    have e : (fun t : ℂ => (S + t • X).adjugate k l) = fun t : ℂ =>
        (S.updateRow l (Pi.single k 1) + t • X.updateRow l 0).det := by
      funext t
      rw [Matrix.adjugate_apply]
      congr 1
      ext a b
      by_cases hab : a = l
      · subst hab
        simp
      · simp [Matrix.updateRow_ne hab]
    have h := (hasDerivAt_det_slater (S.updateRow l (Pi.single k 1))
      (X.updateRow l 0)).differentiableAt
    rw [← e] at h
    exact h.hasDerivAt
  -- differentiate `A * adj A = det A • 1`
  have hprod : X * S.adjugate + S * D = (S.det * (S⁻¹ * X).trace) • (1 : Matrix n n ℂ) := by
    ext k l
    have h1 : HasDerivAt (fun t : ℂ => ∑ m, (S + t • X) k m * (S + t • X).adjugate m l)
        (∑ m, (X k m * S.adjugate m l + S k m * D m l)) 0 := by
      refine HasDerivAt.fun_sum fun m _ => ?_
      have ha : HasDerivAt (fun t : ℂ => (S + t • X) k m) (X k m) 0 :=
        (((hasDerivAt_id' (0 : ℂ)).mul_const (X k m)).const_add (S k m)).congr_deriv
          (one_mul _)
      exact (ha.fun_mul (hD m l)).congr_deriv (by simp)
    have e : (fun t : ℂ => ∑ m, (S + t • X) k m * (S + t • X).adjugate m l) =
        fun t : ℂ => (S + t • X).det * (1 : Matrix n n ℂ) k l := by
      funext t
      rw [← Matrix.mul_apply, Matrix.mul_adjugate, Matrix.smul_apply, smul_eq_mul]
    rw [e] at h1
    have h := h1.unique ((hasDerivAt_det S X hS).mul_const _)
    simpa only [Matrix.add_apply, Matrix.mul_apply, Matrix.smul_apply, smul_eq_mul,
      Finset.sum_add_distrib] using h
  have h : S⁻¹ * (S * D) =
      S⁻¹ * ((S.det * (S⁻¹ * X).trace) • (1 : Matrix n n ℂ) - X * S.adjugate) := by
    rw [← hprod, add_sub_cancel_left]
  rw [← Matrix.mul_assoc, Matrix.nonsing_inv_mul _ hS, Matrix.one_mul,
    adjugate_eq_det_smul_inv S hS] at h
  have hval : D = S.det • ((S⁻¹ * X).trace • S⁻¹ - S⁻¹ * X * S⁻¹) := by
    rw [h]
    simp only [Matrix.mul_sub, Matrix.mul_smul, Matrix.mul_one, smul_sub, smul_smul,
      Matrix.mul_assoc]
  rw [← hval]
  exact hD i j
```

The inner t-derivative is written with `deriv`, and the outer one with `HasDerivAt`. Continuity keeps det(S + sX) nonzero near s = 0, where the inner derivative equals tr(adj(S + sX)Z). That local equality is enough to differentiate at zero.

```lean
/-- For invertible `S`, the mixed second derivative of `det (S + s X + t Z)` at `s = t = 0` is `det
S` times the direct minus the exchange contraction of `X` and `Z` with `S⁻¹`. -/
theorem hasDerivAt_mixed (S X Z : Matrix n n ℂ) (hS : IsUnit S.det) :
    HasDerivAt (fun s : ℂ => deriv (fun t : ℂ => (S + s • X + t • Z).det) 0)
      (S.det * ((S⁻¹ * X).trace * (S⁻¹ * Z).trace - (S⁻¹ * X * (S⁻¹ * Z)).trace)) 0 := by
  have hc : ∀ᶠ s in 𝓝 (0 : ℂ), (S + s • X).det ≠ 0 :=
    (hasDerivAt_det S X hS).continuousAt.eventually_ne (by simpa using hS.ne_zero)
  have key : ∀ M : Matrix n n ℂ,
      (∀ i j, HasDerivAt (fun s : ℂ => (S + s • X).adjugate i j) (M i j) 0) →
      HasDerivAt (fun s : ℂ => ((S + s • X).adjugate * Z).trace) (M * Z).trace 0 := by
    intro M hM
    simp only [Matrix.trace, Matrix.diag_apply, Matrix.mul_apply]
    exact HasDerivAt.fun_sum fun i _ => HasDerivAt.fun_sum fun k _ => (hM i k).mul_const _
  refine ((key _ (hasDerivAt_adjugate S X hS)).congr_of_eventuallyEq ?_).congr_deriv ?_
  · -- the overlap stays invertible for small perturbations
    filter_upwards [hc] with s hs
    have hu := isUnit_iff_ne_zero.mpr hs
    rw [(hasDerivAt_det _ Z hu).deriv, adjugate_eq_det_smul_inv _ hu, Matrix.smul_mul,
      Matrix.trace_smul, smul_eq_mul]
  · simp only [Matrix.smul_mul, Matrix.trace_smul, Matrix.sub_mul, Matrix.trace_sub,
      smul_eq_mul, Matrix.mul_assoc]
```

The same function is now differentiated through the permutation expansion. Here `S` carries no hypothesis, so the identification with a two-body element also holds for singular overlap matrices.

```lean
/-- For any overlap matrix, the mixed second derivative of the determinant is the two-body
matrix element of the product operator with integrals `X i k * Z j l`. -/
theorem hasDerivAt_twoBodyElement (S X Z : Matrix n n ℂ) :
    HasDerivAt (fun s : ℂ => deriv (fun t : ℂ => (S + s • X + t • Z).det) 0)
      (twoBodyElement S fun i j k l => X i k * Z j l) 0 := by
  have e : (fun s : ℂ => deriv (fun t : ℂ => (S + s • X + t • Z).det) 0) = fun s : ℂ =>
      ∑ σ : Equiv.Perm n, ((Equiv.Perm.sign σ : ℤ) : ℂ) * ∑ q, Z (σ q) q *
        ∏ r ∈ Finset.univ.erase q, (S (σ r) r + s * X (σ r) r) := by
    funext s
    exact (hasDerivAt_det_slater (S + s • X) Z).deriv
  rw [e]
  unfold twoBodyElement
  refine HasDerivAt.fun_sum fun σ _ => HasDerivAt.const_mul _ ?_
  refine HasDerivAt.fun_sum fun q _ => ?_
  refine ((hasDerivAt_prod_affine (Finset.univ.erase q) (fun r => S (σ r) r)
    (fun r => X (σ r) r)).const_mul (Z (σ q) q)).congr_deriv ?_
  rw [Finset.mul_sum]
  exact Finset.sum_congr rfl fun p _ => by ring
```

## Direct and exchange terms for arbitrary integrals

This lemma converts traces into index sums. Cyclicity of the trace brings the factors into the order required by the integrals, for any matrix `T`.

```lean
omit [DecidableEq n] in
/-- Direct minus exchange contraction of a product operator, in integrals and in traces. -/
theorem contraction_eq_trace (T X Z : Matrix n n ℂ) :
    ∑ i, ∑ j, ∑ k, ∑ l, X i k * Z j l * (T k i * T l j - T k j * T l i) =
      (T * X).trace * (T * Z).trace - (T * X * (T * Z)).trace := by
  have h : (T * X * (T * Z)).trace = (X * T * (Z * T)).trace := by
    rw [Matrix.mul_assoc, Matrix.trace_mul_comm]
    simp only [Matrix.mul_assoc]
  rw [h, Matrix.trace_mul_comm T X, Matrix.trace_mul_comm T Z]
  simp only [Matrix.trace, Matrix.diag_apply, Matrix.mul_apply, Finset.sum_mul_sum,
    ← Finset.sum_sub_distrib]
  refine Finset.sum_congr rfl fun i _ => Finset.sum_congr rfl fun j _ => ?_
  exact Finset.sum_congr rfl fun k _ => Finset.sum_congr rfl fun l _ => by ring
```

In `twoBodyElement_eq`, uniqueness of the derivative equates the two expressions for a product operator; this is `hprod`. The identity `hV` is the decomposition over pairs P, and the `calc` block carries it through the finite sums on both sides.

The hypothesis `hS` says physically that the two determinants have nonzero overlap. When det S = 0 the two-body element can still be nonzero, but this formula does not give it.

```lean
/-- The two-body element between nonorthogonal determinants with invertible overlap matrix, for
arbitrary integrals: `det S` times the direct minus the exchange contraction with `S⁻¹`. -/
theorem twoBodyElement_eq (S : Matrix n n ℂ) (hS : IsUnit S.det) (V : n → n → n → n → ℂ) :
    twoBodyElement S V = S.det * ∑ i, ∑ j, ∑ k, ∑ l,
      V i j k l * (S⁻¹ k i * S⁻¹ l j - S⁻¹ k j * S⁻¹ l i) := by
  have hprod : ∀ X Z : Matrix n n ℂ, twoBodyElement S (fun i j k l => X i k * Z j l) =
      S.det * ∑ i, ∑ j, ∑ k, ∑ l,
        X i k * Z j l * (S⁻¹ k i * S⁻¹ l j - S⁻¹ k j * S⁻¹ l i) := by
    intro X Z
    rw [contraction_eq_trace]
    exact (hasDerivAt_twoBodyElement S X Z).unique (hasDerivAt_mixed S X Z hS)
  -- every finite array of integrals is a finite sum of product arrays
  have hV : ∀ i j k l, ∑ P : n × n, V i P.1 k P.2 * (if (j, l) = P then 1 else 0) =
      V i j k l := by
    intro i j k l
    simp only [mul_ite, mul_one, mul_zero, Finset.sum_ite_eq, Finset.mem_univ, if_true]
  calc twoBodyElement S V
      = ∑ P : n × n, twoBodyElement S
          (fun i j k l => V i P.1 k P.2 * (if (j, l) = P then 1 else 0)) := by
        have hV' : V = fun i j k l =>
            ∑ P : n × n, V i P.1 k P.2 * (if (j, l) = P then 1 else 0) := by
          funext i j k l
          exact (hV i j k l).symm
        conv_lhs => rw [hV']
        simp only [twoBodyElement, Finset.sum_mul, Finset.mul_sum]
        symm
        rw [Finset.sum_comm]
        refine Finset.sum_congr rfl fun σ _ => ?_
        rw [Finset.sum_comm]
        refine Finset.sum_congr rfl fun q _ => ?_
        rw [Finset.sum_comm]
    _ = ∑ P : n × n, S.det * ∑ i, ∑ j, ∑ k, ∑ l,
          V i P.1 k P.2 * (if (j, l) = P then 1 else 0) *
            (S⁻¹ k i * S⁻¹ l j - S⁻¹ k j * S⁻¹ l i) :=
        Finset.sum_congr rfl fun P _ => hprod (fun i k => V i P.1 k P.2)
          (fun j l => if (j, l) = P then 1 else 0)
    _ = _ := by
        rw [← Finset.mul_sum]
        congr 1
        rw [Finset.sum_comm]
        refine Finset.sum_congr rfl fun i _ => ?_
        rw [Finset.sum_comm]
        refine Finset.sum_congr rfl fun j _ => ?_
        rw [Finset.sum_comm]
        refine Finset.sum_congr rfl fun k _ => ?_
        rw [Finset.sum_comm]
        refine Finset.sum_congr rfl fun l _ => ?_
        rw [← Finset.sum_mul, hV]
```

The last theorem takes the derivative of the function `deriv fun t => ...`, which makes it a second derivative in the ordinary sense. The chain rule for a shifted argument supplies f′(s), and the mixed formula with `Z` equal to `X`, which again requires invertible `S`, finishes the proof. In physical terms, this special case is the element of x(1)x(2), with the same one-body operator acting on both electrons.

```lean
/-- With `Y = S⁻¹ X`, the second derivative of `det (S + t X)` at `t = 0` is
`det S * ((tr Y)² - tr Y²)`. -/
theorem second_derivative_det (S X : Matrix n n ℂ) (hS : IsUnit S.det) :
    HasDerivAt (deriv fun t : ℂ => (S + t • X).det)
      (S.det * ((S⁻¹ * X).trace ^ 2 - ((S⁻¹ * X) ^ 2).trace)) 0 := by
  have e : (deriv fun t : ℂ => (S + t • X).det) =
      fun s : ℂ => deriv (fun t : ℂ => (S + s • X + t • X).det) 0 := by
    funext s
    have h : (fun t : ℂ => (S + s • X + t • X).det) =
        fun t : ℂ => (fun u : ℂ => (S + u • X).det) (s + t) := by
      funext t
      simp only [add_smul, add_assoc]
    rw [h, deriv_comp_const_add (f := fun u : ℂ => (S + u • X).det), add_zero]
  rw [e, pow_two, pow_two]
  exact hasDerivAt_mixed S X X hS

end

end NonorthogonalTwoBody
```

```lean
#print axioms NonorthogonalTwoBody.twoBodyElement_eq
#print axioms NonorthogonalTwoBody.second_derivative_det
```

```
'NonorthogonalTwoBody.twoBodyElement_eq' depends on axioms: [propext, Classical.choice, Quot.sound]
'NonorthogonalTwoBody.second_derivative_det' depends on axioms: [propext, Classical.choice, Quot.sound]
```
